# Three pairwise unbiased orthonormal bases of $\mathbb R^d$ require $d$ to be a perfect square

A basis is represented here by a list of $d$ real vectors that are required only to be orthonormal; that they span the space is proved. Unbiasedness is kept separate, as a relation between two lists. This separation lets the main theorem ask for orthonormality of only one of the three families.

A state vector is a function `Fin d → ℝ`, with components numbered $0,\dots,d-1$, and the overlap of $x$ and $y$ is the dot product $x\cdot y$, written `x ⬝ᵥ y`. The dimension $d$ is any natural number. The derivations below take $d\ge 1$; in the formal theorems $d=0$ is allowed and harmless, since $0=0^2$.

In Lean 4 with Mathlib:

```lean
import Mathlib

open Matrix

namespace RealUnbiasedBases

noncomputable section

variable {d : ℕ}
```

A family $v_0,\dots,v_{d-1}$ is an orthonormal basis when

$$v_i\cdot v_j=\delta_{ij}.$$

```lean
/-- A family of `d` real vectors in `R^d` is an orthonormal basis: the vectors are normalised
and mutually orthogonal. -/
def IsONB (v : Fin d → Fin d → ℝ) : Prop :=
  ∀ i j, v i ⬝ᵥ v j = if i = j then 1 else 0
```

Two families $u$ and $v$ are unbiased when

$$(u_i\cdot v_j)^2=\frac1d\qquad\text{for all } i,j.$$

For orthonormal bases this is complementarity: a system prepared in a state of one basis gives every outcome of a measurement in the other with probability $1/d$.

```lean
/-- Two families of vectors are unbiased: every squared overlap between them is `1/d`. -/
def Unbiased (u v : Fin d → Fin d → ℝ) : Prop :=
  ∀ i j, (u i ⬝ᵥ v j) ^ 2 = 1 / (d : ℝ)
```

## Overlaps as sums over a basis

Let $V$ be the matrix whose rows are the $v_j$. Orthonormality says $VV^{T}=1$. Since $V$ is square, a right inverse is also a left inverse, so $V^{T}V=1$, which is completeness. Inserting this identity between two vectors gives

$$x\cdot y=x\cdot(V^{T}V\,y)=(xV^{T})\cdot(Vy)=\sum_j (x\cdot v_j)(v_j\cdot y).$$

```lean
/-- Resolution of the identity: the overlap of two vectors is the sum over an orthonormal basis
of the products of their amplitudes. -/
theorem overlap_eq_sum {v : Fin d → Fin d → ℝ} (hv : IsONB v) (x y : Fin d → ℝ) :
    x ⬝ᵥ y = ∑ j, (x ⬝ᵥ v j) * (v j ⬝ᵥ y) := by
  let V : Matrix (Fin d) (Fin d) ℝ := Matrix.of v
  have hV : V * Vᵀ = 1 := by
    ext i j
    rw [Matrix.one_apply]
    exact hv i j
  -- for square matrices orthonormal rows imply completeness
  have hV' : Vᵀ * V = 1 := mul_eq_one_comm.mp hV
  calc x ⬝ᵥ y = x ⬝ᵥ ((Vᵀ * V) *ᵥ y) := by rw [hV', Matrix.one_mulVec]
    _ = (x ᵥ* Vᵀ) ⬝ᵥ (V *ᵥ y) := by
        rw [← Matrix.mulVec_mulVec, Matrix.dotProduct_mulVec x Vᵀ (V *ᵥ y)]
    _ = ∑ j, (x ⬝ᵥ v j) * (v j ⬝ᵥ y) := rfl
```

The passage from `hV` to `hV'` uses `mul_eq_one_comm`, the statement about one-sided inverses of square matrices. The `calc` block then follows the displayed chain.

## Each term is a sign

Suppose that $x$ and $y$ are both unbiased to the orthonormal basis $v$, meaning that $(x\cdot v_j)^2=(v_j\cdot y)^2=\frac1d$ for all $j$, and set

$$t_j=d\,(x\cdot v_j)(v_j\cdot y).$$

Then $t_j^2=d^2\cdot\frac1d\cdot\frac1d=1$, so $(t_j-1)(t_j+1)=0$ and $t_j=\pm1$. Write $t_j=1-2n_j$, where $n_j=1$ if $t_j=-1$ and $n_j=0$ otherwise. With $k=\sum_j n_j$, the number of negative terms, the resolution of the identity gives

$$d\,(x\cdot y)=\sum_j t_j=\sum_j(1-2n_j)=d-2k,\qquad 0\le k\le d.$$

```lean
/-- Quantised overlaps: if two real vectors are both unbiased to an orthonormal basis, then
`d` times their overlap is `d - 2k` for a whole number `k` between `0` and `d`. -/
theorem overlap_quantized {v : Fin d → Fin d → ℝ} (hv : IsONB v) {x y : Fin d → ℝ}
    (hx : ∀ j, (x ⬝ᵥ v j) ^ 2 = 1 / (d : ℝ)) (hy : ∀ j, (v j ⬝ᵥ y) ^ 2 = 1 / (d : ℝ)) :
    ∃ k : ℕ, k ≤ d ∧ (d : ℝ) * (x ⬝ᵥ y) = d - 2 * k := by
  classical
  -- each path through the basis contributes a sign
  have key : ∀ j, (d : ℝ) * ((x ⬝ᵥ v j) * (v j ⬝ᵥ y)) =
      1 - 2 * (if (d : ℝ) * ((x ⬝ᵥ v j) * (v j ⬝ᵥ y)) = -1 then (1 : ℝ) else 0) := by
    intro j
    have hd : (d : ℝ) ≠ 0 := Nat.cast_ne_zero.mpr (by have := j.isLt; omega)
    have hsq : ((d : ℝ) * ((x ⬝ᵥ v j) * (v j ⬝ᵥ y))) ^ 2 = 1 := by
      rw [mul_pow, mul_pow, hx, hy]
      field_simp
    by_cases h : (d : ℝ) * ((x ⬝ᵥ v j) * (v j ⬝ᵥ y)) = -1
    · rw [if_pos h, h]
      norm_num
    · rw [if_neg h]
      have hf : ((d : ℝ) * ((x ⬝ᵥ v j) * (v j ⬝ᵥ y)) - 1) *
          ((d : ℝ) * ((x ⬝ᵥ v j) * (v j ⬝ᵥ y)) + 1) = 0 := by
        linear_combination hsq
      rcases mul_eq_zero.mp hf with h1 | h1
      · linarith
      · exact absurd (by linarith) h
  -- `k` counts the negative signs
  refine ⟨(Finset.univ.filter
    (fun j => (d : ℝ) * ((x ⬝ᵥ v j) * (v j ⬝ᵥ y)) = -1)).card, ?_, ?_⟩
  · exact (Finset.card_le_univ _).trans (by rw [Fintype.card_fin])
  · rw [overlap_eq_sum hv x y, Finset.mul_sum, Finset.sum_congr rfl (fun j _ => key j),
      Finset.sum_sub_distrib, ← Finset.mul_sum, Finset.sum_boole]
    simp
```

The statement `key` is $t_j=1-2n_j$, with $n_j$ written as an `if` expression. Its proof obtains $t_j^2=1$ as `hsq` and factorises it when $t_j\neq-1$. The number $k$ is the size of the set of indices with $t_j=-1$, and `Finset.sum_boole` identifies the sum of the $n_j$ with that size.

Neither $x$ nor $y$ is assumed to be normalised. For $d\ge1$ this follows from the hypotheses, because $x\cdot x=\sum_j(x\cdot v_j)^2=d\cdot\frac1d=1$, and likewise for $y$.

## From a quantised overlap to a perfect square

Now suppose also that $(x\cdot y)^2=1/d$. Squaring the previous result gives

$$(d-2k)^2=d^2(x\cdot y)^2=d^2\cdot\frac1d=d.$$

The number $d-2k$ is an integer, so $d=m^2$ with $m=|d-2k|$.

```lean
/-- If two real vectors are unbiased to an orthonormal basis of `R^d` and their own squared
overlap is `1/d`, then `d` is a perfect square. -/
theorem isSquare_of_two_vectors {v : Fin d → Fin d → ℝ} (hv : IsONB v) {x y : Fin d → ℝ}
    (hx : ∀ j, (x ⬝ᵥ v j) ^ 2 = 1 / (d : ℝ)) (hy : ∀ j, (v j ⬝ᵥ y) ^ 2 = 1 / (d : ℝ))
    (hxy : (x ⬝ᵥ y) ^ 2 = 1 / (d : ℝ)) : IsSquare d := by
  rcases Nat.eq_zero_or_pos d with h0 | hd
  · exact ⟨0, by simpa using h0⟩
  have hd' : (d : ℝ) ≠ 0 := Nat.cast_ne_zero.mpr (by omega)
  obtain ⟨k, _, hk⟩ := overlap_quantized hv hx hy
  -- squaring the quantised overlap gives an equation between integers
  have hr : ((d : ℝ) - 2 * k) * ((d : ℝ) - 2 * k) = d := by
    rw [← hk]
    calc (d : ℝ) * (x ⬝ᵥ y) * ((d : ℝ) * (x ⬝ᵥ y)) = (d : ℝ) ^ 2 * (x ⬝ᵥ y) ^ 2 := by ring
      _ = d := by
        rw [hxy]
        field_simp
  have hm : ((d : ℤ) - 2 * k) * ((d : ℤ) - 2 * k) = (d : ℤ) := by exact_mod_cast hr
  have h := congrArg Int.natAbs hm
  rw [Int.natAbs_mul, Int.natAbs_natCast] at h
  exact ⟨_, h.symm⟩
```

The equation is first derived over the reals as `hr`. Then `exact_mod_cast` transfers it to the integers, and taking absolute values with `Int.natAbs` supplies the natural number $m$ that `IsSquare d` asks for.

For three pairwise unbiased families $u,v,w$ with $v$ orthonormal, take $x=u_0$ and $y=w_0$. Unbiasedness of $u$ and $v$ gives $(u_0\cdot v_j)^2=1/d$, that of $v$ and $w$ gives $(v_j\cdot w_0)^2=1/d$, and that of $u$ and $w$ gives $(u_0\cdot w_0)^2=1/d$. Hence $d$ is a perfect square.

```lean
/-- If three families of `d` vectors in `R^d` are pairwise unbiased and one of them, `v`, is an
orthonormal basis, then `d` is a perfect square. -/
theorem isSquare_of_three_unbiased {u v w : Fin d → Fin d → ℝ} (hv : IsONB v)
    (huv : Unbiased u v) (hvw : Unbiased v w) (huw : Unbiased u w) : IsSquare d := by
  rcases Nat.eq_zero_or_pos d with h0 | hd
  · exact ⟨0, by simpa using h0⟩
  -- one vector from each outer family is enough
  exact isSquare_of_two_vectors hv (huv ⟨0, hd⟩) (fun j => hvw j ⟨0, hd⟩) (huw ⟨0, hd⟩ ⟨0, hd⟩)
```

Three orthonormal bases are the special case in which $u$ and $w$ are orthonormal too. The condition on $d$ is necessary; the theorem does not say that every square dimension has three such bases. It also concerns real amplitudes only: for complex vectors the terms $t_j$ would be phases, and the counting of signs would not apply.

## The real qubit

For $d=2$, let $v$ be an orthonormal basis and $w$ a family unbiased to it. If a real vector $x$ had squared overlap $1/2$ with every member of both, then $x$ and $w_0$ would satisfy the conditions above, and $2=r^2$ for some natural number $r$. Then $r<2$, but $0^2=0$ and $1^2=1$, a contradiction.

```lean
/-- For a real qubit with an orthonormal basis `v` and a family `w` unbiased to it, no real
vector has squared overlap `1/2` with all members of both. -/
theorem real_qubit_no_third {v w : Fin 2 → Fin 2 → ℝ} (hv : IsONB v) (hvw : Unbiased v w)
    (x : Fin 2 → ℝ) :
    ¬ ((∀ j, (x ⬝ᵥ v j) ^ 2 = 1 / 2) ∧ ∀ k, (x ⬝ᵥ w k) ^ 2 = 1 / 2) := by
  rintro ⟨h1, h2⟩
  have hs : IsSquare 2 := isSquare_of_two_vectors hv (x := x) (y := w 0)
    (fun j => by rw [h1 j]; norm_num) (fun j => hvw j 0) (by rw [h2 0]; norm_num)
  obtain ⟨r, hr⟩ := hs
  have hlt : r < 2 := by nlinarith
  interval_cases r <;> omega
```

In quantum mechanics restricted to real amplitudes, a qubit with two complementary measurement bases therefore has no third basis complementary to both, and not even a single pure state unbiased to both. The last lines of the proof bound $r$ with `nlinarith` and check the two remaining values.

A complementary pair does exist. One member is the computational basis, $z_0=(1,0)$ and $z_1=(0,1)$.

```lean
/-- The computational basis of a real qubit. -/
def zBasis : Fin 2 → Fin 2 → ℝ := ![![1, 0], ![0, 1]]
```

The other consists of $(s,s)$ and $(s,-s)$.

```lean
/-- The sum and difference vectors of a real qubit with amplitude `s`. -/
def xBasis (s : ℝ) : Fin 2 → Fin 2 → ℝ := ![![s, s], ![s, -s]]
```

With $s=\sqrt{1/2}$ these vectors have squared norm $2s^2=1$ and mutual overlap $s^2-s^2=0$. Their overlaps with $z_0$ and $z_1$ are $\pm s$, with square $1/2$.

```lean
/-- With amplitude `√(1/2)` the sum and difference vectors form an orthonormal basis unbiased
to the computational basis, which is orthonormal too. -/
theorem real_qubit_pair_witness :
    IsONB zBasis ∧ IsONB (xBasis √(1 / 2)) ∧ Unbiased zBasis (xBasis √(1 / 2)) := by
  have h : √(1 / 2 : ℝ) ^ 2 = 1 / 2 := Real.sq_sqrt (by norm_num)
  generalize √(1 / 2 : ℝ) = s at h ⊢
  refine ⟨?_, ?_, ?_⟩ <;> intro i j <;> fin_cases i <;> fin_cases j <;>
    simp [zBasis, xBasis, dotProduct, Fin.sum_univ_two] <;> nlinarith [h]
```

The proof replaces the square root by a symbol $s$, retaining only $s^2=1/2$, and checks all index pairs.

## Three bases in dimension four

The smallest square above 1 is $d=4$, and there three pairwise unbiased orthonormal bases can be written down. The first is the standard basis.

```lean
/-- The standard basis of `R^4`. -/
def std4 : Fin 4 → Fin 4 → ℝ :=
  ![![1, 0, 0, 0], ![0, 1, 0, 0], ![0, 0, 1, 0], ![0, 0, 0, 1]]
```

The second has entries $\pm\frac12$ with an even number of minus signs.

```lean
/-- Four vectors of `R^4` with entries `±1/2` and an even number of minus signs. -/
def even4 : Fin 4 → Fin 4 → ℝ :=
  ![![1/2, 1/2, 1/2, 1/2], ![1/2, 1/2, -1/2, -1/2],
    ![1/2, -1/2, 1/2, -1/2], ![1/2, -1/2, -1/2, 1/2]]
```

The third has entries $\pm\frac12$ with an odd number of minus signs.

```lean
/-- Four vectors of `R^4` with entries `±1/2` and an odd number of minus signs. -/
def odd4 : Fin 4 → Fin 4 → ℝ :=
  ![![1/2, 1/2, 1/2, -1/2], ![1/2, 1/2, -1/2, 1/2],
    ![1/2, -1/2, 1/2, 1/2], ![1/2, -1/2, -1/2, -1/2]]
```

Every vector with entries $\pm\frac12$ has norm 1 and overlap $\pm\frac12$ with each standard basis vector. If two such vectors differ in sign at $k$ positions, their overlap is $(4-2k)/4$. Distinct members of the same family differ at $k=2$ positions and are orthogonal. A member of the second basis and a member of the third differ at $k=1$ or $k=3$ positions, so their overlap is $\pm\frac12$ and its square is $\frac14=1/d$.

```lean
/-- In `R^4` the families `std4`, `even4` and `odd4` are three orthonormal bases that are
pairwise unbiased. -/
theorem three_unbiased_witness :
    (IsONB std4 ∧ IsONB even4 ∧ IsONB odd4) ∧
      Unbiased std4 even4 ∧ Unbiased even4 odd4 ∧ Unbiased std4 odd4 := by
  refine ⟨⟨?_, ?_, ?_⟩, ?_, ?_, ?_⟩ <;> intro i j <;> fin_cases i <;> fin_cases j <;>
    simp [std4, even4, odd4, dotProduct, Fin.sum_univ_four] <;> norm_num

end

end RealUnbiasedBases
```

Here `fin_cases` runs through all pairs of indices, and each dot product is evaluated explicitly.

```lean
#print axioms RealUnbiasedBases.isSquare_of_three_unbiased
-- 'RealUnbiasedBases.isSquare_of_three_unbiased' depends on axioms: [propext, Classical.choice, Quot.sound]
#print axioms RealUnbiasedBases.real_qubit_no_third
-- 'RealUnbiasedBases.real_qubit_no_third' depends on axioms: [propext, Classical.choice, Quot.sound]
```
